# Positive semidefinite cutoffs with unit diagonal keep a metric positive definite; dropping the smallest entries can destroy it

When the metric matrix of the auxiliary basis in a GW calculation is sparsified, it should stay positive definite, and a precise statement about this must first say what sparsifying does to the matrix. Two operations are treated here. A cutoff is a fixed matrix C that multiplies the metric M entry by entry, so that M_ij becomes M_ij C_ij. A bare threshold τ instead looks at the entries of M and sets those of magnitude below τ to zero.

Positive definiteness matters because a Cholesky factorisation or an inverse square root of the metric relies on it. The results on cutoffs hold for finite matrices of any size, and the threshold is studied on one family of 3 by 3 metrics.

In the code, `ι` is the finite set of auxiliary functions and `𝕜` is the real or complex field. With `ComplexOrder` open, 0 ≤ z for a complex z means that z is real and nonnegative.

```lean
import Mathlib

open Matrix
open scoped ComplexOrder MatrixOrder

namespace SparsifiedMetric

variable {𝕜 ι : Type*} [RCLike 𝕜] [Fintype ι]
```

## Three sites with exponentially decaying overlap

Take three equally spaced sites, numbered 0, 1, 2 as in Lean, with metric entries a^|i−j|. For 0 < a < 1 this is exponential decay with distance:

E(a) = [1, a, a²; a, 1, a; a², a, 1]

```lean
/-- The metric of three equally spaced sites whose entries decay as `a ^ |i - j|`. -/
def expMetric (a : ℝ) : Matrix (Fin 3) (Fin 3) ℝ :=
  Matrix.of fun i j => a ^ ((i : ℤ) - (j : ℤ)).natAbs
```

The threshold is an actual rule applied to every entry, the diagonal included. An entry of magnitude exactly τ is kept.

```lean
/-- Bare thresholding: every entry of magnitude below `τ` is set to zero. -/
noncomputable def dropSmall (τ : ℝ) (M : Matrix (Fin 3) (Fin 3) ℝ) :
    Matrix (Fin 3) (Fin 3) ℝ :=
  Matrix.of fun i j => if |M i j| < τ then 0 else M i j
```

If only the two corner entries a² fall below the threshold, what remains is

T(a) = [1, a, 0; a, 1, a; 0, a, 1]

```lean
/-- The three-site matrix with unit diagonal, nearest-neighbour entries `a` and empty corners. -/
def band (a : ℝ) : Matrix (Fin 3) (Fin 3) ℝ :=
  !![1, a, 0; a, 1, a; 0, a, 1]
```

## The damped quadratic form

Write M ∘ C for the entrywise (Hadamard) product, `M ⊙ C` in Lean, and x†Ax for the quadratic form, `star x ⬝ᵥ A *ᵥ x`. Suppose first that the cutoff is a Gram matrix, C = B†B, so that C_ij = Σ_k B_ki* B_kj. Then

x†(M ∘ C)x = Σ_ij x_i* M_ij (Σ_k B_ki* B_kj) x_j
 = Σ_k Σ_ij (B_ki x_i)* M_ij (B_kj x_j)

For each k, the inner double sum is the form of the original metric at the vector with components B_ki x_i. The Lean proof expands both sides into triple sums, exchanges the order of summation with `Finset.sum_comm` and compares the terms with `ring`.

```lean
/-- Under a Gram cutoff `Bᴴ * B`, the quadratic form of the damped metric is a sum of
quadratic forms of the original metric, taken at vectors rescaled by the rows of `B`. -/
theorem form_hadamard_gram (M B : Matrix ι ι 𝕜) (x : ι → 𝕜) :
    star x ⬝ᵥ (M ⊙ (Bᴴ * B)) *ᵥ x =
      ∑ k, star (fun i => B k i * x i) ⬝ᵥ M *ᵥ (fun i => B k i * x i) := by
  simp only [dotProduct, Matrix.mulVec, Matrix.hadamard_apply, Matrix.mul_apply,
    Matrix.conjTranspose_apply, Finset.mul_sum, Finset.sum_mul, Pi.star_apply, star_mul']
  symm
  rw [Finset.sum_comm]
  refine Finset.sum_congr rfl fun i _ => ?_
  rw [Finset.sum_comm]
  refine Finset.sum_congr rfl fun j _ => Finset.sum_congr rfl fun k _ => ?_
  ring
```

If M is positive definite, every term of the sum over k is nonnegative, and so is the total. If the total vanishes, each term vanishes, hence B_ki x_i = 0 for all k and i, and therefore

C_ii x_i = Σ_k B_ki* (B_ki x_i) = 0

By hand one takes B = C^(1/2), which turns any positive semidefinite C into a single Gram matrix. Lean uses a weaker fact, that C is a finite sum of Gram matrices, and argues by induction over that sum. The case `mem` is the computation above. The case `add` uses that two nonnegative numbers with sum zero are both zero.

```lean
/-- For a positive definite metric and a positive semidefinite cutoff `C`, the damped quadratic
form is nonnegative, and it vanishes at `x` only if `C i i * x i = 0` for every `i`. -/
theorem form_hadamard_nonneg {M C : Matrix ι ι 𝕜} (hM : M.PosDef) (hC : C.PosSemidef)
    (x : ι → 𝕜) :
    0 ≤ star x ⬝ᵥ (M ⊙ C) *ᵥ x ∧
      (star x ⬝ᵥ (M ⊙ C) *ᵥ x = 0 → ∀ i, C i i * x i = 0) := by
  -- a positive semidefinite matrix is a sum of Gram matrices
  have h0 : 0 ≤ C := Matrix.nonneg_iff_posSemidef.2 hC
  clear hC
  rw [StarOrderedRing.nonneg_iff] at h0
  induction h0 using AddSubmonoid.closure_induction with
  | mem C h =>
    obtain ⟨B, rfl⟩ := h
    simp only [Matrix.star_eq_conjTranspose]
    rw [form_hadamard_gram]
    have hy : ∀ k, 0 ≤ star (fun i => B k i * x i) ⬝ᵥ M *ᵥ (fun i => B k i * x i) :=
      fun k => hM.posSemidef.dotProduct_mulVec_nonneg _
    refine ⟨Finset.sum_nonneg fun k _ => hy k, fun h i => ?_⟩
    -- a vanishing sum forces every rescaled vector to vanish
    have hz : ∀ k, (fun i => B k i * x i) = 0 := by
      intro k
      by_contra hk
      exact (hM.dotProduct_mulVec_pos hk).ne'
        ((Finset.sum_eq_zero_iff_of_nonneg (fun k _ => hy k)).1 h k (Finset.mem_univ k))
    rw [Matrix.mul_apply, Finset.sum_mul]
    refine Finset.sum_eq_zero fun k _ => ?_
    rw [mul_assoc, show B k i * x i = 0 from congrFun (hz k) i, mul_zero]
  | zero => simp
  | add C D _ _ hc hd =>
    rw [Matrix.hadamard_add, Matrix.add_mulVec, dotProduct_add]
    refine ⟨add_nonneg hc.1 hd.1, fun h i => ?_⟩
    obtain ⟨h1, h2⟩ := (add_eq_zero_iff_of_nonneg hc.1 hd.1).1 h
    rw [Matrix.add_apply, add_mul, hc.2 h1 i, hd.2 h2 i, add_zero]
```

With C_ii = 1 the last conclusion reads x_i = 0 for every i. So the form is strictly positive for x ≠ 0. The product is also Hermitian, because both factors are. This is a version of the Schur product theorem in which the cutoff may be singular. The unit diagonal stands for the requirement that damping leaves the diagonal of the metric unchanged.

```lean
/-- Entrywise multiplication by a positive semidefinite cutoff with unit diagonal keeps a
positive definite metric positive definite. -/
theorem posDef_hadamard {M C : Matrix ι ι 𝕜} (hM : M.PosDef) (hC : C.PosSemidef)
    (hd : ∀ i, C i i = 1) : (M ⊙ C).PosDef := by
  refine Matrix.posDef_iff_dotProduct_mulVec.2 ⟨Matrix.IsHermitian.ext fun i j => ?_, ?_⟩
  · rw [Matrix.hadamard_apply, Matrix.hadamard_apply, star_mul', hM.isHermitian.apply,
      hC.isHermitian.apply]
  · intro x hx
    have key := form_hadamard_nonneg hM hC x
    refine lt_of_le_of_ne key.1 (Ne.symm fun h => hx (funext fun i => ?_))
    simpa [hd i] using key.2 h i
```

Some condition on the diagonal is needed. For 1 by 1 matrices, M = (1) and C = (0) satisfy the other two hypotheses, yet the product is (0), which is not positive definite. The example rules out only a zero on the diagonal of C; positive diagonal entries other than 1 would serve the argument equally well.

## A cutoff that is not positive semidefinite spoils some metric

The converse rests on a scaling remark. Let p and q be real with p + r²q ≥ 0 for every real r. Then p ≥ 0, from r = 0. If q were negative, the choice r² = (p+1)/(−q) would give p − (p+1) = −1, a contradiction. So q ≥ 0.

```lean
/-- If `p + r ^ 2 * q` is nonnegative for every real `r`, then `q` is nonnegative. -/
theorem nonneg_of_scaling {p q : ℝ} (h : ∀ r : ℝ, 0 ≤ p + r ^ 2 * q) : 0 ≤ q := by
  by_contra hq
  have hq : q < 0 := not_le.1 hq
  have hp : 0 ≤ p := by simpa using h 0
  have h1 := h (Real.sqrt ((p + 1) / (-q)))
  rw [Real.sq_sqrt (div_nonneg (by linarith) (by linarith)), div_neg, neg_mul,
    div_mul_cancel₀ _ hq.ne] at h1
  linarith
```

Now let C have unit diagonal and keep every positive definite metric positive definite. Test it on M_r = 1 + r²J, where 1 is the identity and J has all entries equal to 1. This M_r is positive definite, and since C_ii = 1,

M_r ∘ C = 1 + r²C

Taking r = 1 shows that C is Hermitian. For every x and every r,

x†x + r² x†Cx ≥ 0

and the scaling remark gives x†Cx ≥ 0.

In Lean, r²J appears as the Gram matrix of a single row with all entries r. The real part of the inequality goes to `nonneg_of_scaling`; the imaginary part of x†Cx vanishes by comparing r = 1 with r = 0.

```lean
/-- A cutoff with unit diagonal keeps every positive definite metric positive definite if and
only if the cutoff is itself positive semidefinite. -/
theorem cutoff_preserves_iff (C : Matrix ι ι 𝕜) (hd : ∀ i, C i i = 1) :
    (∀ M : Matrix ι ι 𝕜, M.PosDef → (M ⊙ C).PosDef) ↔ C.PosSemidef := by
  classical
  refine ⟨fun h => ?_, fun hC M hM => posDef_hadamard hM hC hd⟩
  -- test the cutoff on the identity plus a multiple of the all-ones matrix
  have hP : ∀ r : ℝ, (1 + ((r ^ 2 : ℝ) : 𝕜) • C).PosDef := by
    intro r
    have hM : (1 + (Matrix.of fun (_ : Unit) (_ : ι) => (r : 𝕜))ᴴ *
        (Matrix.of fun (_ : Unit) (_ : ι) => (r : 𝕜))).PosDef :=
      Matrix.PosDef.one.add_posSemidef (Matrix.posSemidef_conjTranspose_mul_self _)
    convert h _ hM using 1
    ext i j
    by_cases hij : i = j
    · subst hij
      simp [Matrix.mul_apply, hd, sq]
    · simp [Matrix.mul_apply, hij, sq]
  have hH : C.IsHermitian := by
    simpa using (hP 1).isHermitian.sub Matrix.isHermitian_one
  refine Matrix.PosSemidef.of_dotProduct_mulVec_nonneg hH fun x => ?_
  have hform : ∀ r : ℝ,
      0 ≤ RCLike.re (star x ⬝ᵥ x) + r ^ 2 * RCLike.re (star x ⬝ᵥ C *ᵥ x) ∧
      RCLike.im (star x ⬝ᵥ x) + r ^ 2 * RCLike.im (star x ⬝ᵥ C *ᵥ x) = 0 := by
    intro r
    have h1 := (hP r).posSemidef.dotProduct_mulVec_nonneg x
    rw [Matrix.add_mulVec, Matrix.one_mulVec, Matrix.smul_mulVec, dotProduct_add,
      dotProduct_smul, smul_eq_mul, RCLike.nonneg_iff, map_add, map_add,
      RCLike.re_ofReal_mul, RCLike.im_ofReal_mul] at h1
    exact h1
  exact RCLike.nonneg_iff.2 ⟨nonneg_of_scaling fun r => (hform r).1,
    by linear_combination (hform 1).2 - (hform 0).2⟩
```

The condition concerns C as a matrix, not the signs of its entries. The mask T(1), which keeps nearest neighbours and deletes the corners, has no negative entry, but its form at (−1, 1, −1) is −1. It therefore spoils some metric, and the exponential family supplies examples.

## Completing squares for the full and the thresholded metric

Both proofs of positivity for 3 by 3 matrices end in a sum of squares

u² + c v² + d w², with c > 0 and d > 0,

which is positive unless u = v = w = 0.

```lean
/-- A sum of three squares with positive weights is positive unless all three terms vanish. -/
theorem sum_sq_pos {c d u v w : ℝ} (hc : 0 < c) (hd : 0 < d)
    (h : ¬(u = 0 ∧ v = 0 ∧ w = 0)) : 0 < u ^ 2 + c * v ^ 2 + d * w ^ 2 := by
  by_contra hn
  have hn := not_lt.1 hn
  have hu := sq_nonneg u
  have hv := mul_nonneg hc.le (sq_nonneg v)
  have hw := mul_nonneg hd.le (sq_nonneg w)
  have hu0 : u ^ 2 = 0 := by linarith
  have hv0 : c * v ^ 2 = 0 := by linarith
  have hw0 : d * w ^ 2 = 0 := by linarith
  exact h ⟨(pow_eq_zero_iff two_ne_zero).1 hu0,
    (pow_eq_zero_iff two_ne_zero).1 ((mul_eq_zero.1 hv0).resolve_left hc.ne'),
    (pow_eq_zero_iff two_ne_zero).1 ((mul_eq_zero.1 hw0).resolve_left hd.ne')⟩
```

For the full metric and real x,

x†E(a)x = (x₀ + a x₁ + a² x₂)² + (1 − a²)(x₁ + a x₂)² + (1 − a²) x₂²

For |a| < 1 the weights are positive. If all three squares vanish, then x₂ = 0, next x₁ = 0, and finally x₀ = 0. In the code, `fin_cases` checks the matrix entries one by one, and `hf` is the identity above.

```lean
/-- The full exponentially decaying three-site metric is positive definite for `|a| < 1`. -/
theorem expMetric_posDef {a : ℝ} (ha : |a| < 1) : (expMetric a).PosDef := by
  have hc : 0 < 1 - a ^ 2 := by nlinarith [(abs_lt.1 ha).1, (abs_lt.1 ha).2]
  have he : expMetric a = !![1, a, a ^ 2; a, 1, a; a ^ 2, a, 1] := by
    ext i j
    fin_cases i <;> fin_cases j <;> simp [expMetric]
  rw [he]
  refine Matrix.posDef_iff_dotProduct_mulVec.2 ⟨Matrix.IsHermitian.ext fun i j => ?_, ?_⟩
  · fin_cases i <;> fin_cases j <;> simp
  · intro x hx
    -- complete the squares
    have hf : star x ⬝ᵥ !![1, a, a ^ 2; a, 1, a; a ^ 2, a, 1] *ᵥ x =
        (x 0 + a * x 1 + a ^ 2 * x 2) ^ 2 + (1 - a ^ 2) * (x 1 + a * x 2) ^ 2
          + (1 - a ^ 2) * x 2 ^ 2 := by
      simp [dotProduct, Matrix.mulVec, Fin.sum_univ_three]
      ring
    rw [hf]
    refine sum_sq_pos hc hc ?_
    rintro ⟨h0, h1, h2⟩
    have e1 : x 1 = 0 := by simpa [h2] using h1
    have e0 : x 0 = 0 := by simpa [h2, e1] using h0
    apply hx
    ext i
    fin_cases i
    exacts [e0, e1, h2]
```

With empty corners the squares are different:

x†T(a)x = (x₀ + a x₁)² + (x₂ + a x₁)² + (1 − 2a²) x₁²

If 2a² < 1, the form is positive for x ≠ 0 by the same reasoning. Conversely, the vector (−a, 1, −a) makes the first two squares vanish and leaves 1 − 2a², which must be positive if T(a) is positive definite. For the normalised vector the value is (1 − 2a²)/(1 + 2a²).

```lean
/-- The three-site matrix with empty corners is positive definite if and only if
`2 * a ^ 2 < 1`. -/
theorem band_posDef_iff (a : ℝ) : (band a).PosDef ↔ 2 * a ^ 2 < 1 := by
  have hf : ∀ x : Fin 3 → ℝ, star x ⬝ᵥ band a *ᵥ x =
      (x 0 + a * x 1) ^ 2 + 1 * (x 2 + a * x 1) ^ 2 + (1 - 2 * a ^ 2) * x 1 ^ 2 := by
    intro x
    simp [band, dotProduct, Matrix.mulVec, Fin.sum_univ_three]
    ring
  constructor
  · intro h
    -- the vector (-a, 1, -a) detects the loss of positivity
    have hne : (![-a, 1, -a] : Fin 3 → ℝ) ≠ 0 := by
      intro h0
      have h1 := congrFun h0 1
      simp at h1
    have h1 := h.dotProduct_mulVec_pos hne
    rw [hf] at h1
    simp at h1
    linarith
  · intro ha
    refine Matrix.posDef_iff_dotProduct_mulVec.2 ⟨Matrix.IsHermitian.ext fun i j => ?_, ?_⟩
    · fin_cases i <;> fin_cases j <;> simp [band]
    · intro x hx
      rw [hf]
      refine sum_sq_pos one_pos (by linarith) ?_
      rintro ⟨h0, h2, h1⟩
      have e0 : x 0 = 0 := by simpa [h1] using h0
      have e2 : x 2 = 0 := by simpa [h1] using h2
      apply hx
      ext i
      fin_cases i
      exacts [e0, h1, e2]
```

It remains to connect T(a) with the threshold. The condition a² < τ ≤ a places τ between the corner entries and the nearest-neighbour entries, and it already forces 0 < a < 1. The diagonal survives because τ ≤ a < 1. So the rule removes exactly the two corners, and the thresholded metric is positive definite if and only if 2a² < 1, that is, a < 1/√2 ≈ 0.707.

At a = 0.8 the full metric is positive definite, while the thresholded one gives −0.28 at (−0.8, 1, −0.8), or about −0.12 after normalisation. The deleted entries, 0.64, were the smallest in the matrix, though not small compared with the diagonal. In this family positive definiteness is lost only when the deleted entries a² are at least 1/2, so the example does not show that a threshold far below the diagonal does harm.

```lean
/-- With a threshold `τ` satisfying `a ^ 2 < τ ≤ a`, the thresholded exponential metric is
positive definite if and only if `2 * a ^ 2 < 1`. -/
theorem dropSmall_posDef_iff {a τ : ℝ} (h2 : a ^ 2 < τ) (h1 : τ ≤ a) :
    (dropSmall τ (expMetric a)).PosDef ↔ 2 * a ^ 2 < 1 := by
  have ha : 0 < a := by linarith [sq_nonneg a]
  have hτ : τ ≤ 1 := by nlinarith
  -- exactly the two corner entries are dropped
  have he : dropSmall τ (expMetric a) = band a := by
    ext i j
    fin_cases i <;> fin_cases j <;>
      simp [dropSmall, expMetric, band, abs_of_pos ha, h2, not_lt.2 h1, not_lt.2 hτ]
  rw [he, band_posDef_iff]
```

## A hat cutoff that removes the same corners

The matrix T(1/2) has entries 1, 1/2, 0 at site distances 0, 1, 2. Since 2·(1/2)² = 1/2 < 1, it is positive definite, and its diagonal is 1. As a cutoff it therefore keeps every positive definite real 3 by 3 metric positive definite, while deleting the same corner entries as the threshold. Applied to E(a) it gives T(a/2): the nearest-neighbour entries are halved, which is the change that restores positivity when a is close to 1.

```lean
/-- The hat cutoff with entries `1`, `1/2`, `0` at site distances `0`, `1`, `2` keeps every
positive definite real three-site metric positive definite. -/
theorem hat_cutoff_posDef {M : Matrix (Fin 3) (Fin 3) ℝ} (hM : M.PosDef) :
    (M ⊙ band (1 / 2)).PosDef :=
  posDef_hadamard hM ((band_posDef_iff _).2 (by norm_num)).posSemidef
    (by intro i; fin_cases i <;> simp [band])

end SparsifiedMetric
```

For a larger basis, positive semidefiniteness of the cutoff matrix is a hypothesis to be established for the cutoff function and the site positions in use; smoothness of the function is neither required nor sufficient. The step from here to a GW calculation is accuracy: a positive definite damped metric can be factorised and inverted, but whether the quasiparticle energies computed with it stay close to the undamped ones is a separate question.

```lean
#print axioms SparsifiedMetric.cutoff_preserves_iff
#print axioms SparsifiedMetric.expMetric_posDef
#print axioms SparsifiedMetric.dropSmall_posDef_iff
#print axioms SparsifiedMetric.hat_cutoff_posDef
```

```
'SparsifiedMetric.cutoff_preserves_iff' depends on axioms: [propext, Classical.choice, Quot.sound]
'SparsifiedMetric.expMetric_posDef' depends on axioms: [propext, Classical.choice, Quot.sound]
'SparsifiedMetric.dropSmall_posDef_iff' depends on axioms: [propext, Classical.choice, Quot.sound]
'SparsifiedMetric.hat_cutoff_posDef' depends on axioms: [propext, Classical.choice, Quot.sound]
```
